# The matrices ±1 square to 1, and the matrices ±iσ_k square to −1

The theorem `spinElement_sq` concerns eight complex 2 × 2 matrices: plus or minus the identity, and plus or minus i times each of the three Pauli matrices. Each is labelled by a sign and an index from 0 to 3, with index 0 for the identity. The claim is that the square is the identity when the index is 0 and minus the identity otherwise, whatever the sign. The attempt splits into the two signs, the four indices and the four matrix entries, and asks one `simp` call to compute each of the 32 resulting equations.

As first written in Lean, the proof fails:

```lean
import Mathlib

open Matrix

namespace SpinElementSq

noncomputable section

/-- The unit matrix and the three matrices `iσ_x`, `iσ_y`, `iσ_z`. -/
def spinUnit : Fin 4 → Matrix (Fin 2) (Fin 2) ℂ :=
  ![1, Complex.I • !![0, 1; 1, 0], Complex.I • !![0, -Complex.I; Complex.I, 0],
    Complex.I • !![1, 0; 0, -1]]

/-- The matrices `±1`, `±iσ_k`, labelled by a sign and an index. -/
def spinElement (p : ℤˣ × Fin 4) : Matrix (Fin 2) (Fin 2) ℂ :=
  (((p.1 : ℤ) : ℂ)) • spinUnit p.2

/-- The matrices `±1` square to `1`, and the matrices `±iσ_k` square to `-1`. -/
theorem spinElement_sq (p : ℤˣ × Fin 4) :
    spinElement p * spinElement p = (if p.2 = 0 then (1 : ℂ) else -1) • 1 := by
  obtain ⟨s, k⟩ := p
  rcases Int.units_eq_one_or s with rfl | rfl <;> fin_cases k <;>
    ext i j <;> fin_cases i <;> fin_cases j <;>
    simp [spinElement, spinUnit, Matrix.mul_apply, Fin.sum_univ_succ]

end

end SpinElementSq
```

The compiler's answer:

```
Main.lean:20:77: error: unsolved goals
case inl.«0».«1».«1»
⊢ 1 1 (Fin.succ 0) * 1 (Fin.succ 0) 1 = 1

case inr.«0».«1».«1»
⊢ 1 1 (Fin.succ 0) * 1 (Fin.succ 0) 1 = 1
```

Two goals are left, one for each sign, both at index 0 and the lower right entry. In `1 1 (Fin.succ 0)` the first `1` is the identity matrix, and the other two terms are its row and column. Both factors are therefore diagonal entries, equal to 1, and the goal is true.

The odd index comes from `Fin.sum_univ_succ`, which splits off the first term of the sum in the matrix product and writes the remaining index as a successor. `Fin.succ 0` is the index 1, but `simp` left it in that form and did not recognise the entries as diagonal.

In the repair, `Fin.sum_univ_two` writes the sum directly as the terms at 0 and 1, so the successor does not arise. `Matrix.one_apply` turns an entry of the identity matrix into a test of whether row and column are equal, which `simp` can decide for these numerals.

After these edits no error is left:

```diff
@@ -22,5 +22,5 @@
   rcases Int.units_eq_one_or s with rfl | rfl <;> fin_cases k <;>
     ext i j <;> fin_cases i <;> fin_cases j <;>
-    simp [spinElement, spinUnit, Matrix.mul_apply, Fin.sum_univ_succ]
+    simp [spinElement, spinUnit, Matrix.mul_apply, Matrix.one_apply, Fin.sum_univ_two]
 
 end
```
